# A close, polarizable pair gives the undamped MBD matrix a negative eigenvalue; scaling all polarizabilities down far enough makes it positive definite

Bring two polarizable atoms together. A dipole on one induces a dipole on the other, which reinforces the first. In the point-dipole model the coupling behind this feedback grows as 1/R³, and at short range it overcomes the restoring forces that hold the dipoles near zero. At what distance does this happen, and can the other atoms of a cluster prevent it?

## The pair threshold and the scaling bound

Atom i sits at r_i and carries an isotropic oscillator of frequency w_i > 0 and static polarizability α_i > 0. Polarizabilities are in volume units, so α/R³ is dimensionless. For distinct positions let R_ij = |r_i − r_j| and e_ij = (r_i − r_j)/R_ij. The many-body dispersion (MBD) matrix C has the 3×3 blocks

C_ii = w_i² 1

C_ij = w_i w_j √(α_i α_j) (1 − 3 e_ij e_ijᵀ)/R_ij³  (i ≠ j).

If any pair has 4α_iα_j > R_ij⁶, C has a negative eigenvalue, whatever the other atoms do. Whether or not such a pair exists, there is a t₀ > 0 such that replacing every α_i by tα_i makes C positive definite for all 0 < t < t₀.

## Square roots of eigenvalues in an MBD energy

MBD codes usually damp the dipole coupling at short range and diagonalise the resulting matrix in place of C. Half the sum of the square roots of its eigenvalues, times ħ, is the zero-point energy of the coupled oscillators. A negative eigenvalue means an imaginary frequency, and the energy is undefined. For undamped dipoles in a finite cluster, the pair inequality detects some of these failures before diagonalisation.

## From pair energies to eigenvalues

Define the coupling k_ij = 2√(α_iα_j)/R_ij³ for i ≠ j, and k_ii = 0. Let u_i be the mass-weighted displacement of the oscillating charge of atom i, while the atom itself stays at r_i. With e = e_ij in each term,

uᵀCu = ∑_i w_i²|u_i|² + ∑_{i≠j} (k_ij/2) w_i w_j [u_i·u_j − 3(e·u_i)(e·u_j)],

where the second sum runs over ordered pairs.

To bound the bracket, take a unit vector e and any vectors u, v, and set a = e·u, b = e·v. A projection is never longer than its vector, so

|u|² + |v|² ≥ a² + b²

|u|² + |v|² + 2u·v ≥ (a + b)².

Adding half of each and subtracting 3ab gives

|u|² + |v|² + u·v − 3ab ≥ (a − b)² ≥ 0.

Apply this to w_iu_i and w_ju_j. Since k_ij = k_ji, summing over pairs yields

uᵀCu ≥ ∑_i (1 − ∑_j k_ij) w_i²|u_i|².

So C is positive definite if every row sum ∑_j k_ij is below one. Scaling α by t multiplies each k_ij by t. With S = ∑_i ∑_j k_ij, the choice t₀ = 1/(S + 1) suffices, because t < t₀ gives t ∑_j k_ij ≤ tS < 1.

For the instability, displace only the oscillators of atoms i and j, by e/w_i and e/w_j with e = e_ij. The diagonal blocks contribute 2, and each of the two ordered pairs contributes (k_ij/2)(1 − 3) = −k_ij:

uᵀCu = 2 − 2k_ij = 2 − 4√(α_iα_j)/R_ij³.

If 4α_iα_j > R_ij⁶, taking positive square roots gives k_ij > 1, and the form is negative. In an orthonormal eigenbasis of the symmetric matrix C the form is ∑_n λ_n c_n², so some λ_n is negative.

For a dimer both row sums equal k_01, so C is positive definite exactly when 4α_0α_1 < R_01⁶.

The same trial displacement shows that passing every pair check does not clear a larger cluster. Take three equal atoms evenly spaced on a line, with k = 0.9 between neighbours and hence 0.9/8 between the ends. Displacing each oscillator by e/w along the line gives 3 − 4(0.9) − 2(0.9/8) = −0.825.

## The Lean file

```lean
import Mathlib

open Matrix

namespace ManyBodyDispersion

noncomputable section

variable {ι : Type*} [Fintype ι] [DecidableEq ι]

/-- The Euclidean distance between two points of space. -/
def sep (x y : Fin 3 → ℝ) : ℝ := √(∑ a, (x a - y a) ^ 2)

/-- The unit vector along the line from `y` to `x`, for distinct points. -/
def dir (x y : Fin 3 → ℝ) : Fin 3 → ℝ := fun a => (x a - y a) / sep x y

/-- The dipole-dipole tensor `(1 - 3 e eᵀ) / R³` of two distinct points. -/
def dipole (x y : Fin 3 → ℝ) : Matrix (Fin 3) (Fin 3) ℝ :=
  Matrix.of fun a b => ((if a = b then 1 else 0) - 3 * dir x y a * dir x y b) / sep x y ^ 3

/-- The MBD matrix of oscillators with frequencies `w` and non-negative polarizabilities `α`
at distinct positions `r`. -/
def mbd (w α : ι → ℝ) (r : ι → Fin 3 → ℝ) : Matrix (ι × Fin 3) (ι × Fin 3) ℝ :=
  Matrix.of fun p q =>
    if p.1 = q.1 then (if p.2 = q.2 then w p.1 ^ 2 else 0)
    else w p.1 * w q.1 * (√(α p.1) * √(α q.1)) * dipole (r p.1) (r q.1) p.2 q.2

/-- The dimensionless coupling `2 √(α_i α_j) / R_ij³` of two atoms at distinct positions, with
non-negative polarizabilities; it is set to zero for an atom with itself. -/
def coupling (α : ι → ℝ) (r : ι → Fin 3 → ℝ) (i j : ι) : ℝ :=
  if i = j then 0 else 2 * (√(α i) * √(α j)) / sep (r i) (r j) ^ 3

/-- Exchanging two points keeps their distance and reverses the direction vector. -/
theorem exchange (x y : Fin 3 → ℝ) : sep y x = sep x y ∧ dir y x = -dir x y := by
  have h : sep y x = sep x y := by
    unfold sep
    congr 1
    exact Finset.sum_congr rfl fun a _ => by ring
  refine ⟨h, ?_⟩
  funext a
  simp only [dir, Pi.neg_apply, h]
  ring

/-- Distinct points have a positive distance, and their direction vector has length one. -/
theorem dir_unit {x y : Fin 3 → ℝ} (h : x ≠ y) :
    0 < sep x y ∧ dir x y ⬝ᵥ dir x y = 1 := by
  have hp : 0 < sep x y := by
    obtain ⟨a, ha⟩ := Function.ne_iff.mp h
    have ha' := sub_ne_zero.mpr ha
    exact Real.sqrt_pos.mpr (Finset.sum_pos' (fun _ _ => sq_nonneg _)
      ⟨a, Finset.mem_univ a, by positivity⟩)
  refine ⟨hp, ?_⟩
  have hs : sep x y ^ 2 = ∑ a, (x a - y a) ^ 2 :=
    Real.sq_sqrt (Finset.sum_nonneg fun _ _ => sq_nonneg _)
  have hd : dir x y ⬝ᵥ dir x y = (∑ a, (x a - y a) ^ 2) / sep x y ^ 2 := by
    simp only [dotProduct, dir, Finset.sum_div]
    exact Finset.sum_congr rfl fun a _ => by ring
  rw [hd, ← hs, div_self (pow_ne_zero 2 hp.ne')]

/-- For a unit vector `e`, the angular part of the dipole interaction of `u` and `v` is never
below `-(|u|² + |v|²)`. -/
theorem dipole_bound (e u v : Fin 3 → ℝ) (he : e ⬝ᵥ e = 1) :
    -(u ⬝ᵥ u + v ⬝ᵥ v) ≤ u ⬝ᵥ v - 3 * (e ⬝ᵥ u) * (e ⬝ᵥ v) := by
  -- a projection on `e` is never longer than the vector itself
  have cs : ∀ z : Fin 3 → ℝ, (e ⬝ᵥ z) ^ 2 ≤ z ⬝ᵥ z := by
    intro z
    have h := Finset.sum_mul_sq_le_sq_mul_sq Finset.univ e z
    simp only [dotProduct, ← sq] at he ⊢
    rwa [he, one_mul] at h
  have h := cs (u + v)
  simp only [dotProduct_add, add_dotProduct, dotProduct_comm v u] at h
  nlinarith [cs u, cs v, h, sq_nonneg (e ⬝ᵥ u - e ⬝ᵥ v)]

omit [Fintype ι] in
/-- The MBD matrix is symmetric. -/
theorem mbd_isHermitian (w α : ι → ℝ) (r : ι → Fin 3 → ℝ) : (mbd w α r).IsHermitian := by
  refine Matrix.IsHermitian.ext ?_
  rintro ⟨i, a⟩ ⟨j, b⟩
  by_cases h : i = j
  · subst h
    by_cases hab : a = b
    · subst hab; simp [mbd]
    · simp [mbd, hab, Ne.symm hab]
  · have h' : ¬ j = i := fun k => h k.symm
    simp only [mbd, dipole, Matrix.of_apply, h, h', if_false, star_trivial,
      (exchange (r i) (r j)).1, (exchange (r i) (r j)).2, Pi.neg_apply, eq_comm (a := b) (b := a)]
    ring

/-- The quadratic form of the MBD matrix, for displacements `u i` of the oscillators, as a double
sum over atoms, with the single-atom terms at `i = j`. -/
theorem mbd_form (w α : ι → ℝ) (r u : ι → Fin 3 → ℝ) :
    (fun p : ι × Fin 3 => u p.1 p.2) ⬝ᵥ (mbd w α r *ᵥ fun p => u p.1 p.2) =
      ∑ i, ∑ j, if i = j then w i ^ 2 * (u i ⬝ᵥ u i) else
        w i * w j * (√(α i) * √(α j)) * (u i ⬝ᵥ u j -
          3 * (dir (r i) (r j) ⬝ᵥ u i) * (dir (r i) (r j) ⬝ᵥ u j)) / sep (r i) (r j) ^ 3 := by
  simp only [dotProduct, Matrix.mulVec, Fintype.sum_prod_type, Finset.mul_sum]
  refine Finset.sum_congr rfl fun i _ => ?_
  rw [Finset.sum_comm]
  refine Finset.sum_congr rfl fun j _ => ?_
  by_cases h : i = j
  · subst h
    simp only [mbd, Matrix.of_apply, Fin.sum_univ_three, Fin.isValue, Fin.reduceEq, ↓reduceIte]
    ring
  · simp only [mbd, dipole, Matrix.of_apply, h, Fin.sum_univ_three, Fin.isValue, Fin.reduceEq,
      ↓reduceIte]
    ring

/-- For positive frequencies and distinct positions, the MBD matrix is positive definite if the
couplings of each atom to all others add up to less than one. -/
theorem posDef_of_coupling (w α : ι → ℝ) (r : ι → Fin 3 → ℝ) (hw : ∀ i, 0 < w i)
    (hr : Function.Injective r) (hc : ∀ i, ∑ j, coupling α r i j < 1) :
    (mbd w α r).PosDef := by
  refine Matrix.posDef_iff_dotProduct_mulVec.mpr ⟨mbd_isHermitian w α r, ?_⟩
  intro x hx
  rw [star_trivial]
  let u : ι → Fin 3 → ℝ := fun i a => x (i, a)
  let q : ι → ℝ := fun i => w i ^ 2 * (u i ⬝ᵥ u i)
  have huu : ∀ i, 0 ≤ u i ⬝ᵥ u i := fun i => Finset.sum_nonneg fun _ _ => mul_self_nonneg _
  change 0 < (fun p : ι × Fin 3 => u p.1 p.2) ⬝ᵥ (mbd w α r *ᵥ fun p => u p.1 p.2)
  rw [mbd_form]
  -- the coupling is symmetric, so each pair energy can be shared between its atoms
  have hs : ∑ i, ∑ j, coupling α r i j / 2 * q j = ∑ i, ∑ j, coupling α r i j / 2 * q i := by
    rw [Finset.sum_comm]
    refine Finset.sum_congr rfl fun i _ => Finset.sum_congr rfl fun j _ => ?_
    have : coupling α r j i = coupling α r i j := by
      simp only [coupling, eq_comm (a := j) (b := i), (exchange (r i) (r j)).1,
        mul_comm (√(α j)) (√(α i))]
    rw [this]
  have h1 : ∑ i, ∑ j, (if i = j then q i else 0) = ∑ i, q i := by simp
  have h2 : ∑ i, ∑ j, coupling α r i j / 2 * q i = (∑ i, (∑ j, coupling α r i j) * q i) / 2 := by
    simp only [Finset.sum_div, Finset.sum_mul]
    exact Finset.sum_congr rfl fun i _ => Finset.sum_congr rfl fun j _ => by ring
  have hsum : ∑ i, (1 - ∑ j, coupling α r i j) * q i = ∑ i, ∑ j,
      ((if i = j then q i else 0) - coupling α r i j / 2 * q i - coupling α r i j / 2 * q j) := by
    simp only [sub_mul, one_mul, Finset.sum_sub_distrib]
    rw [h1, hs, h2]
    ring
  have hpos : 0 < ∑ i, (1 - ∑ j, coupling α r i j) * q i := by
    obtain ⟨⟨i, a⟩, hia⟩ := Function.ne_iff.mp hx
    have hu : 0 < u i ⬝ᵥ u i := Finset.sum_pos' (fun _ _ => mul_self_nonneg _)
      ⟨a, Finset.mem_univ a, mul_self_pos.mpr hia⟩
    exact Finset.sum_pos'
      (fun k _ => mul_nonneg (sub_pos.mpr (hc k)).le (mul_nonneg (sq_nonneg _) (huu k)))
      ⟨i, Finset.mem_univ i, mul_pos (sub_pos.mpr (hc i)) (mul_pos (pow_pos (hw i) 2) hu)⟩
  rw [hsum] at hpos
  refine hpos.trans_le (Finset.sum_le_sum fun i _ => Finset.sum_le_sum fun j _ => ?_)
  by_cases h : i = j
  · subst h
    simp [coupling, q]
  · obtain ⟨hR, he⟩ := dir_unit (hr.ne h)
    have hb := dipole_bound _ (w i • u i) (w j • u j) he
    simp only [smul_dotProduct, dotProduct_smul, smul_eq_mul] at hb
    have hk : 0 ≤ √(α i) * √(α j) / sep (r i) (r j) ^ 3 := by positivity
    have hm := mul_le_mul_of_nonneg_left hb hk
    simp only [coupling, h, if_false, q]
    refine le_of_eq_of_le ?_ (hm.trans_eq ?_) <;> ring

/-- Two atoms with non-zero frequencies at distinct positions, displaced along their axis by
`1 / w` each, have the quadratic form `2 - 4 √(α₀ α₁) / R³`, for non-negative polarizabilities. -/
theorem dimer_form (w α : Fin 2 → ℝ) (r : Fin 2 → Fin 3 → ℝ) (hw : ∀ i, w i ≠ 0)
    (hr : r 0 ≠ r 1) :
    (fun p : Fin 2 × Fin 3 => ((w p.1)⁻¹ • dir (r 0) (r 1)) p.2) ⬝ᵥ
      (mbd w α r *ᵥ fun p => ((w p.1)⁻¹ • dir (r 0) (r 1)) p.2) =
      2 - 2 * (2 * (√(α 0) * √(α 1)) / sep (r 0) (r 1) ^ 3) := by
  obtain ⟨hR, he⟩ := dir_unit hr
  have h0 := hw 0
  have h1 := hw 1
  have hR' := hR.ne'
  rw [mbd_form w α r (fun i => (w i)⁻¹ • dir (r 0) (r 1))]
  simp only [Fin.sum_univ_two, Fin.isValue, zero_ne_one, one_ne_zero, ↓reduceIte,
    (exchange (r 0) (r 1)).1, (exchange (r 0) (r 1)).2, smul_dotProduct, dotProduct_smul,
    neg_dotProduct, he, smul_eq_mul]
  field_simp
  ring

/-- For two atoms with positive frequencies and polarizabilities at distinct positions, the MBD
matrix is positive definite exactly when `4 α₀ α₁ < R⁶`. -/
theorem dimer_posDef_iff (w α : Fin 2 → ℝ) (r : Fin 2 → Fin 3 → ℝ) (hw : ∀ i, 0 < w i)
    (hα : ∀ i, 0 < α i) (hr : Function.Injective r) :
    (mbd w α r).PosDef ↔ 4 * α 0 * α 1 < sep (r 0) (r 1) ^ 6 := by
  have h01 : r 0 ≠ r 1 := hr.ne (by decide)
  obtain ⟨hR, he⟩ := dir_unit h01
  have hsq : (2 * (√(α 0) * √(α 1))) ^ 2 = 4 * α 0 * α 1 := by
    rw [mul_pow, mul_pow, Real.sq_sqrt (hα 0).le, Real.sq_sqrt (hα 1).le]
    ring
  have key : 2 * (√(α 0) * √(α 1)) / sep (r 0) (r 1) ^ 3 < 1 ↔
      4 * α 0 * α 1 < sep (r 0) (r 1) ^ 6 := by
    rw [div_lt_one (by positivity), ← hsq,
      show sep (r 0) (r 1) ^ 6 = (sep (r 0) (r 1) ^ 3) ^ 2 by ring]
    exact (sq_lt_sq₀ (by positivity) (by positivity)).symm
  rw [← key]
  constructor
  · intro h
    have hne : (fun p : Fin 2 × Fin 3 => ((w p.1)⁻¹ • dir (r 0) (r 1)) p.2) ≠ 0 := by
      intro h0
      have hz : dir (r 0) (r 1) = 0 := by
        funext a
        have ha := congrFun h0 (0, a)
        simpa [(hw 0).ne'] using ha
      rw [hz] at he
      simp at he
    have hp := h.dotProduct_mulVec_pos hne
    rw [star_trivial, dimer_form w α r (fun i => (hw i).ne') h01] at hp
    linarith
  · intro h
    refine posDef_of_coupling w α r hw hr (Fin.forall_fin_two.mpr ⟨?_, ?_⟩)
    · simpa only [coupling, Fin.sum_univ_two, Fin.isValue, zero_ne_one, ↓reduceIte,
        zero_add] using h
    · simpa only [coupling, Fin.sum_univ_two, Fin.isValue, one_ne_zero, ↓reduceIte, add_zero,
        (exchange (r 0) (r 1)).1, mul_comm (√(α 1)) (√(α 0))] using h

/-- For positive frequencies and polarizabilities and distinct positions, a single pair with
`4 α_i α_j > R_ij⁶` gives the MBD matrix of the whole cluster a negative eigenvalue. -/
theorem exists_negative_eigenvalue (w α : ι → ℝ) (r : ι → Fin 3 → ℝ) (hw : ∀ i, 0 < w i)
    (hα : ∀ i, 0 < α i) (hr : Function.Injective r) {i j : ι} (hij : i ≠ j)
    (h : sep (r i) (r j) ^ 6 < 4 * α i * α j) :
    ∃ μ : ℝ, μ < 0 ∧ ∃ v : ι × Fin 3 → ℝ, v ≠ 0 ∧ mbd w α r *ᵥ v = μ • v := by
  have hR := (dir_unit (hr.ne hij)).1
  have hA := mbd_isHermitian w α r
  have hnot : ¬ (mbd w α r).PosSemidef := by
    intro hP
    -- the block of the pair is the MBD matrix of a dimer
    let f : Fin 2 → ι := ![i, j]
    have hf : Function.Injective f := by
      intro a b hab
      fin_cases a <;> fin_cases b <;> simp_all [f, eq_comm]
    have hsub : (mbd w α r).submatrix (fun p : Fin 2 × Fin 3 => (f p.1, p.2))
        (fun p => (f p.1, p.2)) = mbd (w ∘ f) (α ∘ f) (r ∘ f) := by
      ext p q
      simp [mbd, hf.eq_iff]
    have h2 := hP.submatrix (fun p : Fin 2 × Fin 3 => (f p.1, p.2))
    rw [hsub] at h2
    have h3 := h2.dotProduct_mulVec_nonneg
      (fun p => (((w ∘ f) p.1)⁻¹ • dir ((r ∘ f) 0) ((r ∘ f) 1)) p.2)
    rw [star_trivial, dimer_form (w ∘ f) (α ∘ f) (r ∘ f) (fun k => (hw (f k)).ne')
      (hr.ne hij)] at h3
    change 0 ≤ 2 - 2 * (2 * (√(α i) * √(α j)) / sep (r i) (r j) ^ 3) at h3
    have hsq : (2 * (√(α i) * √(α j))) ^ 2 = 4 * α i * α j := by
      rw [mul_pow, mul_pow, Real.sq_sqrt (hα i).le, Real.sq_sqrt (hα j).le]
      ring
    have hlt : sep (r i) (r j) ^ 3 < 2 * (√(α i) * √(α j)) := by
      refine (sq_lt_sq₀ (by positivity) (by positivity)).mp ?_
      rw [hsq, ← pow_mul]
      exact h
    have := (one_lt_div (pow_pos hR 3)).mpr hlt
    linarith
  by_contra hcon
  refine hnot (hA.posSemidef_iff_eigenvalues_nonneg.mpr fun k => ?_)
  by_contra hk
  refine hcon ⟨hA.eigenvalues k, not_le.mp hk, (hA.eigenvectorBasis k).ofLp, ?_,
    hA.mulVec_eigenvectorBasis k⟩
  intro h0
  refine hA.eigenvectorBasis.orthonormal.ne_zero k ?_
  ext a
  exact congrFun h0 a

/-- For positive frequencies and polarizabilities and distinct positions, a pair with
`4 α_i α_j > R_ij⁶` gives the MBD matrix a negative eigenvalue, and scaling all polarizabilities
by any small enough positive factor makes the matrix positive definite. -/
theorem mbd_catastrophe_and_cure (w α : ι → ℝ) (r : ι → Fin 3 → ℝ) (hw : ∀ i, 0 < w i)
    (hα : ∀ i, 0 < α i) (hr : Function.Injective r) :
    ((∃ i j, i ≠ j ∧ sep (r i) (r j) ^ 6 < 4 * α i * α j) →
      ∃ μ : ℝ, μ < 0 ∧ ∃ v : ι × Fin 3 → ℝ, v ≠ 0 ∧ mbd w α r *ᵥ v = μ • v) ∧
    ∃ t₀ > 0, ∀ t : ℝ, 0 < t → t < t₀ → (mbd w (t • α) r).PosDef := by
  refine ⟨fun ⟨i, j, hij, h⟩ => exists_negative_eigenvalue w α r hw hα hr hij h, ?_⟩
  have hn : ∀ i j, 0 ≤ coupling α r i j := by
    intro i j
    have hR : 0 ≤ sep (r i) (r j) := Real.sqrt_nonneg _
    unfold coupling
    split_ifs
    · exact le_rfl
    · positivity
  have hrow : ∀ i, 0 ≤ ∑ j, coupling α r i j := fun i => Finset.sum_nonneg fun j _ => hn i j
  have hS : 0 ≤ ∑ i, ∑ j, coupling α r i j := Finset.sum_nonneg fun i _ => hrow i
  refine ⟨1 / (∑ i, ∑ j, coupling α r i j + 1), by positivity, fun t ht htt => ?_⟩
  refine posDef_of_coupling w (t • α) r hw hr fun i => ?_
  -- the couplings are linear in the common scaling factor
  have hscale : ∀ j, coupling (t • α) r i j = t * coupling α r i j := by
    intro j
    unfold coupling
    split_ifs
    · simp
    · simp only [Pi.smul_apply, smul_eq_mul, Real.sqrt_mul ht.le]
      linear_combination (2 * (√(α i) * √(α j)) / sep (r i) (r j) ^ 3) * Real.mul_self_sqrt ht.le
  simp only [hscale, ← Finset.mul_sum]
  have hle : ∑ j, coupling α r i j ≤ ∑ i, ∑ j, coupling α r i j :=
    Finset.single_le_sum (f := fun i => ∑ j, coupling α r i j) (fun k _ => hrow k)
      (Finset.mem_univ i)
  have h1 := (lt_div_iff₀ (by positivity)).mp htt
  have h2 := mul_le_mul_of_nonneg_left hle ht.le
  linarith

end

end ManyBodyDispersion
```

```lean
#print axioms ManyBodyDispersion.dimer_posDef_iff
#print axioms ManyBodyDispersion.mbd_catastrophe_and_cure
```

```
'ManyBodyDispersion.dimer_posDef_iff' depends on axioms: [propext, Classical.choice, Quot.sound]
'ManyBodyDispersion.mbd_catastrophe_and_cure' depends on axioms: [propext, Classical.choice, Quot.sound]
```

## Finite, undamped clusters over the real numbers

`mbd w α r` is C, indexed by (atom, Cartesian direction) pairs in `ι × Fin 3`, with `ι` any finite set of atoms. `sep` is R, `dir` is e and `coupling` is k. In the final theorem the hypotheses `hw` and `hα` state positivity; `hr`, injectivity of `r`, says that no two atoms coincide.

The final theorem, `mbd_catastrophe_and_cure`, provides a real `μ < 0` with a nonzero eigenvector `v` whenever an offending pair exists. Its second half needs no such pair and keeps the frequencies fixed while α is scaled. It states that t₀ exists, not that it is the largest possible.

Damping, anisotropic polarizabilities, periodic images and floating-point rounding are not covered, nor is the MBD energy itself.

## How an unstable dimer block makes the cluster unstable

`mbd_form` expands the quadratic form, `dipole_bound` is the projection inequality, and `posDef_of_coupling` shares each pair energy between its atoms to reach the row-sum criterion. `dimer_form` evaluates the trial displacement (its docstring speaks of displaced atoms, but only their oscillators move), and `dimer_posDef_iff` combines the two for a dimer.

The instability proof turns on `PosSemidef.submatrix`: selecting rows and columns by the same index map preserves positive semidefiniteness. In `exists_negative_eigenvalue` the map `f := ![i, j]` selects the two atoms, and `hsub` identifies the selected block with a dimer's MBD matrix. This step needs `f` to be injective, because `mbd` tells diagonal from off-diagonal blocks by comparing atoms. `dimer_form` then contradicts semidefiniteness without any zero-padded N-atom vector. Finally, `posSemidef_iff_eigenvalues_nonneg` turns the failure into a negative eigenvalue, and `eigenvectorBasis` supplies its vector.
